# The secular equation for an isotopic mass defect away from the host frequencies

## One atom replaced by an isotope

Replace one atom of a crystal or molecule by another isotope. The electronic structure, and with it the force constants, is nearly unchanged, but one mass is different. At which frequencies can the altered system vibrate?

Take a finite harmonic model in which each atom has a single displacement coordinate; atoms moving in three dimensions are covered by the case of several defects below. Let $\Phi$ be the force-constant matrix, $M$ the host mass matrix, $u$ the displacement pattern and $\lambda=\omega^2$ the squared frequency. A host mode obeys $\Phi u=\lambda Mu$. The substitution adds $\delta$ to $M_{jj}$, giving $M'$. "Mass defect" here means this change of mass at a site, not a nuclear binding energy.

Suppose that $\lambda$ is not a host eigenvalue, so that the host has a finite response $G=(\Phi-\lambda M)^{-1}$. Many texts define the Green function with the opposite sign. Then

$$\Phi u=\lambda M'u \text{ for some } u\neq 0 \quad\Longleftrightarrow\quad \lambda\,\delta\,G_{jj}=1 .$$

Since $G$ depends on $\lambda$, this is a nonlinear equation for the new frequencies.

## The defect as a source of inertial force

Allow first a mass change $d_k$ at every site $k$. The equation of motion becomes

$$(\Phi-\lambda M)u=\lambda\,\mathrm{diag}(d)\,u .$$

Multiplying by $G$ gives

$$u_i=\lambda\sum_k G_{ik}d_ku_k ,$$

and multiplying by $\Phi-\lambda M$ leads back. For a single defect only $k=j$ contributes:

$$u_i=\lambda\delta\,u_j\,G_{ij}.$$

If $u_j=0$, every $u_i$ vanishes, so the substituted atom moves in every nonzero mode at this $\lambda$. Setting $i=j$ and cancelling $u_j$ gives $\lambda\delta G_{jj}=1$. Conversely, if this holds, then $G_{jj}\neq0$, and $u_i=G_{ij}$ is a nonzero solution because $\lambda\delta G_{jj}G_{ij}=G_{ij}$.

## Several defects

Let $d$ vanish outside a set $S$ of sites. On $S$ the response equation reads

$$w_a=\lambda\sum_{b\in S}G_{ab}d_bw_b,\qquad a\in S .$$

A nonzero $u$ has a nonzero restriction $w$, since the response equation determines $u$ everywhere from its values on $S$. Conversely, a nonzero solution $w$ extends to the whole lattice by $u_i=\lambda\sum_{b\in S}G_{ib}d_bw_b$, which agrees with $w$ on $S$. A mode therefore exists exactly when

$$\det(1-\lambda G_{SS}d_S)=0 ,$$

where $G_{SS}$ is the block of $G$ on $S$ and $d_S$ is the diagonal matrix of the mass changes there. For a finite harmonic model with fixed force constants, once $G_{SS}$ is known as a function of $\lambda$, the new frequencies that differ from all host frequencies can thus be sought with a determinant of the size of the substituted region.

## One oscillator and a dimer

For one mass $m$ on a spring of stiffness $\kappa>0$, $G=1/(\kappa-\lambda m)$. With $\delta\neq0$ and a positive new mass $m+\delta$, the condition becomes $\lambda\delta=\kappa-\lambda m$, or $\lambda=\kappa/(m+\delta)$, as expected.

For two unit masses joined by a unit spring, halving the first mass raises the stretching eigenvalue from $2$ to $3$. The Lean code checks the pattern $(2,-1)$; normalised with the new masses it is $(2,-1)/\sqrt3$.

## The statement in Lean

`ModeEq` is the equation of motion, `isotopeMass M d` is the altered mass matrix, and `Pi.single j δ` places one change at `j`. The hypothesis `hG` says that `G` inverts `Φ - lam • M`. `defectMatrix` is $G_{SS}d_S$.

The finite type `n` labels displacement coordinates. An atom moving in three dimensions has three of them, so its substitution falls under the theorem for several defects. The entries lie in any field `K`; symmetry of $\Phi$ and positive masses are not required, so `lam` need not be the square of a real frequency; it is one when it is a real number with $\lambda\ge0$. Modes at host eigenvalues, including free translation at $\lambda=0$, are left undecided. Applying the result to a real crystal also requires the harmonic approximation with force constants unaffected by the isotope.

```lean
import Mathlib

open Matrix

namespace MassDefectSecularEquation

variable {n K : Type*} [Fintype n] [DecidableEq n] [Field K]

/-- The harmonic equation of motion `Φ u = lam M u` for force constants `Φ`, mass matrix `M`,
squared frequency `lam` and displacement pattern `u`. -/
def ModeEq (Φ M : Matrix n n K) (lam : K) (u : n → K) : Prop :=
  Φ *ᵥ u = lam • (M *ᵥ u)

/-- The mass matrix after isotopic substitution: the mass change `d i` is added to the
`i`-th diagonal entry of `M`. -/
def isotopeMass (M : Matrix n n K) (d : n → K) : Matrix n n K :=
  M + Matrix.diagonal d

/-- The host Green function restricted to the defect sites `S`, each column weighted with the
mass change at its site. -/
def defectMatrix (G : Matrix n n K) (d : n → K) (S : Finset n) : Matrix S S K :=
  Matrix.of fun a b => G a b * d b

/-- If `G` is the inverse of `Φ - lam M`, the equation of motion of the substituted lattice says
that the displacements are the response of the host to the extra inertial forces. -/
theorem modeEq_iff_response {Φ M G : Matrix n n K} {lam : K}
    (hG : (Φ - lam • M) * G = 1) (d u : n → K) :
    ModeEq Φ (isotopeMass M d) lam u ↔
      ∀ i, u i = lam * ∑ k, G i k * (d k * u k) := by
  have hG' : G * (Φ - lam • M) = 1 := mul_eq_one_comm.mp hG
  -- the extra inertial force is moved to the right-hand side
  have key : ModeEq Φ (isotopeMass M d) lam u ↔
      (Φ - lam • M) *ᵥ u = lam • (Matrix.diagonal d *ᵥ u) := by
    unfold ModeEq isotopeMass
    rw [Matrix.sub_mulVec, Matrix.smul_mulVec, Matrix.add_mulVec, smul_add,
      sub_eq_iff_eq_add, add_comm (lam • (Matrix.diagonal d *ᵥ u))]
  -- the host Green function inverts the left-hand side
  have inv : (Φ - lam • M) *ᵥ u = lam • (Matrix.diagonal d *ᵥ u) ↔
      u = lam • (G *ᵥ (Matrix.diagonal d *ᵥ u)) := by
    constructor
    · intro h
      calc u = (G * (Φ - lam • M)) *ᵥ u := by rw [hG', Matrix.one_mulVec]
        _ = lam • (G *ᵥ (Matrix.diagonal d *ᵥ u)) := by
          rw [← Matrix.mulVec_mulVec, h, Matrix.mulVec_smul]
    · intro h
      calc (Φ - lam • M) *ᵥ u
          = (Φ - lam • M) *ᵥ (lam • (G *ᵥ (Matrix.diagonal d *ᵥ u))) :=
            congrArg (fun v => (Φ - lam • M) *ᵥ v) h
        _ = lam • (Matrix.diagonal d *ᵥ u) := by
          rw [Matrix.mulVec_smul, Matrix.mulVec_mulVec, hG, Matrix.one_mulVec]
  have entry : ∀ i, (lam • (G *ᵥ (Matrix.diagonal d *ᵥ u))) i =
      lam * ∑ k, G i k * (d k * u k) := by
    intro i
    change lam * ∑ k, G i k * (Matrix.diagonal d *ᵥ u) k = _
    simp only [Matrix.mulVec_diagonal]
  rw [key, inv, funext_iff]
  simp only [entry]

/-- For a single mass change `δ` at site `j`, with `G` the inverse of `Φ - lam M`, the equation of
motion says that the displacements follow column `j` of `G` with amplitude `lam δ u_j`. -/
theorem modeEq_single_iff {Φ M G : Matrix n n K} {lam : K}
    (hG : (Φ - lam • M) * G = 1) (j : n) (δ : K) (u : n → K) :
    ModeEq Φ (isotopeMass M (Pi.single j δ)) lam u ↔
      ∀ i, u i = lam * δ * u j * G i j := by
  have hsum : ∀ i, ∑ k, G i k * ((Pi.single j δ : n → K) k * u k) = G i j * (δ * u j) := by
    intro i
    rw [Finset.sum_eq_single j]
    · rw [Pi.single_eq_same]
    · intro k _ hk
      rw [Pi.single_eq_of_ne hk]
      ring
    · intro h
      exact absurd (Finset.mem_univ j) h
  rw [modeEq_iff_response hG]
  simp only [hsum]
  constructor
  · intro h i
    linear_combination h i
  · intro h i
    linear_combination h i

/-- If `Φ - lam M` is invertible, the substituted atom moves in every nonzero mode at `lam` of the
lattice with a single mass defect. -/
theorem defect_atom_moves {Φ M G : Matrix n n K} {lam : K}
    (hG : (Φ - lam • M) * G = 1) {j : n} {δ : K} {u : n → K} (hu : u ≠ 0)
    (h : ModeEq Φ (isotopeMass M (Pi.single j δ)) lam u) : u j ≠ 0 := by
  intro h0
  apply hu
  funext i
  have hi := (modeEq_single_iff hG j δ u).mp h i
  rw [h0] at hi
  simpa using hi

/-- Mass-defect secular equation: if `Φ - lam M` has inverse `G`, the lattice with mass change `δ`
at site `j` has a nonzero mode at `lam` if and only if `lam δ G_jj = 1`. -/
theorem mass_defect_secular {Φ M G : Matrix n n K} {lam : K}
    (hG : (Φ - lam • M) * G = 1) (j : n) (δ : K) :
    (∃ u : n → K, u ≠ 0 ∧ ModeEq Φ (isotopeMass M (Pi.single j δ)) lam u) ↔
      lam * δ * G j j = 1 := by
  constructor
  · rintro ⟨u, hu, h⟩
    have hj := defect_atom_moves hG hu h
    have hjj := (modeEq_single_iff hG j δ u).mp h j
    -- the amplitude of the defect atom cancels
    apply mul_right_cancel₀ hj
    linear_combination -hjj
  · intro h
    -- column `j` of the Green function is the mode
    refine ⟨fun i => G i j, ?_, ?_⟩
    · intro h0
      have hjj : G j j = 0 := congrFun h0 j
      rw [hjj, mul_zero] at h
      exact zero_ne_one h
    · rw [modeEq_single_iff hG]
      intro i
      linear_combination (-(G i j)) * h

/-- Several mass defects: if `Φ - lam M` has inverse `G` and the mass changes `d` vanish outside
the set `S` of sites, a nonzero mode at `lam` exists if and only if a determinant of the size
of `S` vanishes. -/
theorem many_defects_secular {Φ M G : Matrix n n K} {lam : K}
    (hG : (Φ - lam • M) * G = 1) (S : Finset n) (d : n → K) (hd : ∀ i, i ∉ S → d i = 0) :
    (∃ u : n → K, u ≠ 0 ∧ ModeEq Φ (isotopeMass M d) lam u) ↔
      (1 - lam • defectMatrix G d S).det = 0 := by
  -- only defect sites contribute to the extra inertial force
  have hsum : ∀ (i : n) (f : n → K),
      ∑ k, G i k * (d k * f k) = ∑ b : S, G i b * (d b * f b) := by
    intro i f
    rw [Finset.sum_coe_sort S (fun k => G i k * (d k * f k))]
    symm
    apply Finset.sum_subset (Finset.subset_univ S)
    intro k _ hk
    rw [hd k hk]
    ring
  have hmat : ∀ w : S → K, (1 - lam • defectMatrix G d S) *ᵥ w = 0 ↔
      ∀ a : S, w a = lam * ∑ b : S, G a b * (d b * w b) := by
    intro w
    have entry : ∀ a : S, (lam • (defectMatrix G d S *ᵥ w)) a =
        lam * ∑ b : S, G a b * (d b * w b) := by
      intro a
      change lam * ∑ b : S, (G a b * d b) * w b = _
      simp only [mul_assoc]
    rw [Matrix.sub_mulVec, Matrix.one_mulVec, Matrix.smul_mulVec, sub_eq_zero, funext_iff]
    simp only [entry]
  rw [← Matrix.exists_mulVec_eq_zero_iff]
  constructor
  · rintro ⟨u, hu, h⟩
    have hr := (modeEq_iff_response hG d u).mp h
    refine ⟨fun a => u a, ?_, (hmat _).mpr fun a => (hr a).trans (by rw [hsum a u])⟩
    intro h0
    have hz : ∀ b : S, u b = 0 := fun b => congrFun h0 b
    apply hu
    funext i
    rw [hr i, hsum i u]
    simp [hz]
  · rintro ⟨w, hw, h⟩
    have hr := (hmat w).mp h
    -- the Green function extends the motion of the defects to the whole lattice
    obtain ⟨u, hu⟩ : ∃ u : n → K, ∀ i, u i = lam * ∑ b : S, G i b * (d b * w b) :=
      ⟨_, fun _ => rfl⟩
    have huw : ∀ b : S, u b = w b := fun b => (hu b).trans (hr b).symm
    refine ⟨u, ?_, (modeEq_iff_response hG d u).mpr ?_⟩
    · intro h0
      apply hw
      funext b
      rw [← huw b, h0]
      rfl
    · intro i
      rw [hsum i u]
      simp only [huw]
      exact hu i

/-- Two unit masses joined by a unit spring, with the first mass halved: at `lam = 3` the host
Green function exists, the secular equation holds, and `(2, -1)` solves the equation of motion. -/
theorem dimer_witness :
    ((!![1, -1; -1, 1] : Matrix (Fin 2) (Fin 2) ℝ) - (3 : ℝ) • !![1, 0; 0, 1]) *
        !![-2/3, 1/3; 1/3, -2/3] = 1 ∧
      (3 : ℝ) * (-1/2) * (!![-2/3, 1/3; 1/3, -2/3] : Matrix (Fin 2) (Fin 2) ℝ) 0 0 = 1 ∧
      ModeEq (!![1, -1; -1, 1] : Matrix (Fin 2) (Fin 2) ℝ)
        (isotopeMass !![1, 0; 0, 1] (Pi.single 0 (-1/2))) 3 ![2, -1] := by
  refine ⟨?_, ?_, ?_⟩
  · ext i j
    fin_cases i <;> fin_cases j <;>
      simp [Matrix.mul_apply, Fin.sum_univ_succ] <;> norm_num
  · change (3 : ℝ) * (-1/2) * (-2/3) = 1
    norm_num
  · unfold ModeEq isotopeMass
    ext i
    fin_cases i <;>
      simp [Matrix.mulVec, dotProduct, Fin.sum_univ_succ] <;> norm_num

end MassDefectSecularEquation
```

```lean
#print axioms MassDefectSecularEquation.mass_defect_secular
-- 'MassDefectSecularEquation.mass_defect_secular' depends on axioms: [propext, Classical.choice, Quot.sound]
#print axioms MassDefectSecularEquation.many_defects_secular
-- 'MassDefectSecularEquation.many_defects_secular' depends on axioms: [propext, Classical.choice, Quot.sound]
```

## From the response equation to the determinant

`modeEq_iff_response` moves the inertial force to the right (`key`) and applies the inverse in both directions (`inv`). A right inverse of a finite square matrix is also a left inverse, which supplies `hG'`.

`modeEq_single_iff` reduces the sum to its term at `j`. `defect_atom_moves` then shows $u_j\neq0$, which `mass_defect_secular` uses in `mul_right_cancel₀`; its converse supplies column `j` of `G`, and `linear_combination` does the remaining algebra.

In `many_defects_secular`, `hsum` restricts the sum to `S` and `hmat` identifies the reduced equation with the kernel of the matrix. `Matrix.exists_mulVec_eq_zero_iff` turns a nonzero kernel vector into a vanishing determinant, and the two directions are the restriction and extension above. `dimer_witness` checks the inverse, the secular equation and the mode entry by entry.
